# With an independent mass on each coordinate, isotopic spectra determine exactly the principal minors of the force constants

## Can isotopic substitution reveal the sign of a coupling?

Let \(u_i\) be the displacements of a harmonic system about equilibrium, \(\Phi_{ij}=\partial^2V/\partial u_i\partial u_j\) its force constants, \(m_i>0\) the mass moving along coordinate \(i\), and \(M\) the diagonal matrix of these masses. The squared frequencies \(\omega^2\) are the eigenvalues of \(M^{-1}\Phi\). Isotopic substitution changes \(M\) and leaves \(\Phi\) alone.

Suppose I know the full set of frequencies for every choice of masses. Do I then know \(\Phi\)? With two coordinates, the frequencies seem to depend only on the square of the coupling, so its sign is lost. Is that true of coupling signs in general, or can some of them be recovered in a larger system?

## Signs are visible through products around cycles

For a set \(S\) of coordinates, let \(\Phi_S\) be the principal minor on \(S\): the determinant of the force constants among the coordinates in \(S\), with \(\Phi_\emptyset=1\). If each coordinate has its own adjustable mass, the spectra determine all the numbers \(\Phi_S\) and nothing more.

For symmetric \(\Phi\), the minors on one coordinate give \(\Phi_{ii}\). Those on two give \(\Phi_{ii}\Phi_{jj}-\Phi_{ij}^2\), hence the size of each coupling but not its sign. Those on three contain \(2\Phi_{ij}\Phi_{jk}\Phi_{ki}\), so the sign of a nonzero product around a triangle can be recovered.

### The secular determinant as a sum over minors

Let \(\chi_m(x)=\det(x-M^{-1}\Phi)\) be the characteristic polynomial. Since \(M(x-M^{-1}\Phi)=xM-\Phi\),
\[
\Big(\prod_i m_i\Big)\chi_m(x)=\det(xM-\Phi).
\]

Now take any diagonal matrix \(D\) with entries \(d_i\). Row \(i\) of \(D-\Phi\) is the sum of row \(i\) of \(-\Phi\) and row \(i\) of \(D\). The determinant is linear in each row, so it splits into one term for each set \(S\) of rows taken from \(-\Phi\). With the coordinates of \(S\) listed first, the term is
\[
\det\begin{pmatrix}-\Phi_{SS}&*\\0&D_{S^c}\end{pmatrix}
=(-1)^{|S|}\,\Phi_S\prod_{i\notin S}d_i ,
\]
where \(\Phi_{SS}\) is the block of \(\Phi\) on \(S\), \(S^c\) is the complement of \(S\), and \(D_{S^c}\) is the block of \(D\) on it. Summing and setting \(d_i=xm_i\) gives
\[
\Big(\prod_i m_i\Big)\chi_m(x)=\sum_S(-1)^{|S|}\,\Phi_S\prod_{i\notin S}(x m_i).
\]
The force constants enter only through the minors, so two matrices with equal minors have equal spectra for all masses.

For the converse, let \(\Psi\) be a second force-constant matrix with the same characteristic polynomials. Subtracting the two expansions at \(x=1\) gives
\[
\sum_S(-1)^{|S|}(\Phi_S-\Psi_S)\prod_{i\notin S}m_i=0 .
\]
The left side has degree at most one in each mass. Single out one mass \(m_a\) and write the equation as \(A+m_aB=0\), where \(A\) and \(B\) depend on the other masses only. If it holds for two different values \(p_a\neq q_a\), subtraction gives \((p_a-q_a)B=0\), so \(B=0\) and then \(A=0\). Each of these is an equation of the same kind with one mass fewer. Repeating the step until no masses remain shows that every coefficient vanishes, so \(\Phi_S=\Psi_S\) for all \(S\). Two isotopes per coordinate, in all combinations, are therefore enough.

Reversing the direction of some coordinates replaces \(\Phi_{ij}\) by \(\varepsilon_i\Phi_{ij}\varepsilon_j\) with \(\varepsilon_i=\pm1\). Each minor is multiplied by \(\prod_{i\in S}\varepsilon_i^2=1\), so no isotopic spectrum changes. With two coordinates, one such reversal flips the sign of the coupling, which is the loss you noticed.

A ring of three coordinates behaves differently. Number them 0, 1, 2, set \(\Phi_{ii}=2\), \(\Phi_{01}=\Phi_{12}=1\) and \(\Phi_{02}=\sigma\). Then \(\det\Phi=4+2\sigma-2\sigma^2\), which is 4 for \(\sigma=1\) and 0 for \(\sigma=-1\). The product of the squared frequencies is \(4/(m_0m_1m_2)\) in the first case and zero in the second, whatever the masses.

### What the Lean statements say about masses and spectra

The finite type `n` labels the coordinates, `m : n → ℝ` gives the masses, and `dynamicalMatrix m Φ` is \(M^{-1}\Phi\). Textbooks often reserve the name "dynamical matrix" for \(M^{-1/2}\Phi M^{-1/2}\), which is similar to it for positive masses and has the same characteristic polynomial. `principalMinor Φ S` is \(\Phi_S\).

The theorem `isotopic_spectra_eq_iff` says that the characteristic polynomials for `Φ` and `Ψ` agree for all positive masses if and only if all principal minors agree. For symmetric force constants, equality of these polynomials means equality of the squared frequencies with their degeneracies. Neither symmetry nor stability is assumed, so the physical case is included.

`minors_eq_of_two_isotopes` reaches the same minors from finitely many spectra: coordinate `i` carries mass `p i` or `q i`, both positive and different. `sign_reversal_invisible` and `ring_sign_visible` state the two sign results above.

Using one `Φ` for all masses stands for the Born–Oppenheimer picture, in which the potential does not depend on nuclear mass, together with the harmonic approximation. The step left to a real molecule or crystal is that an atom's three Cartesian coordinates share one mass, whereas here every mass varies independently. Equal minors still imply equal spectra under that constraint, but the converse can fail: rotating the force constants of a single atom in an anisotropic well can change the diagonal entries without changing any frequency.

For electronic-structure work, this limits what isotopic frequencies can test. On their own, even the harmonic frequencies of every isotopic variant need not fix the sign of each coupling in a Cartesian Hessian, and because an atom's three coordinates share one mass, they need not fix every principal minor either. Translational invariance is additional information: for a stable diatomic free to move along a line, it makes the coupling equal to minus the diagonal force constant, which settles the sign.

```lean
import Mathlib

open Matrix

namespace IsotopicSubstitution

noncomputable section

variable {n : Type*} [Fintype n] [DecidableEq n]

/-- The dynamical matrix `M⁻¹ Φ` of a force-constant matrix `Φ` and nonzero masses `m`. -/
def dynamicalMatrix (m : n → ℝ) (Φ : Matrix n n ℝ) : Matrix n n ℝ :=
  diagonal (fun i => (m i)⁻¹) * Φ

/-- The principal minor of `Φ` on a set `S` of coordinates: the determinant of the
force constants among the coordinates in `S`. -/
def principalMinor (Φ : Matrix n n ℝ) (S : Finset n) : ℝ :=
  (Φ.submatrix (fun i : {i // i ∈ S} => (i : n)) (fun i : {i // i ∈ S} => (i : n))).det

/-- Secular equation: for nonzero masses, the characteristic polynomial of `M⁻¹ Φ` at `x`,
times the product of the masses, is `det (x M - Φ)`. -/
theorem secular_equation (m : n → ℝ) (hm : ∀ i, m i ≠ 0) (Φ : Matrix n n ℝ) (x : ℝ) :
    (∏ i, m i) * (dynamicalMatrix m Φ).charpoly.eval x
      = (diagonal (fun i => x * m i) - Φ).det := by
  rw [Matrix.eval_charpoly, ← det_diagonal, ← det_mul]
  congr 1
  ext i j
  simp only [dynamicalMatrix, diagonal_mul, Matrix.sub_apply, scalar_apply, diagonal_apply]
  rw [mul_sub, mul_inv_cancel_left₀ (hm i)]
  split_ifs <;> ring

/-- The secular determinant `det (D - Φ)` with diagonal `D` is a sum over sets of coordinates,
each contributing its signed principal minor times the entries of `D` outside the set. -/
theorem det_diagonal_sub (d : n → ℝ) (Φ : Matrix n n ℝ) :
    (diagonal d - Φ).det
      = ∑ S : Finset n, (-1) ^ S.card * principalMinor Φ S * ∏ i ∈ Sᶜ, d i := by
  -- the determinant is linear in each row
  have h : (-Φ + diagonal d).det = ∑ s : Finset n,
      (Matrix.of fun i => if i ∈ s then (-Φ) i else diagonal d i).det :=
    (Matrix.detRowAlternating (n := n) (R := ℝ)).toMultilinearMap.map_add_univ (-Φ) (diagonal d)
  rw [sub_eq_neg_add, h]
  refine Finset.sum_congr rfl fun s _ => ?_
  obtain ⟨M, hM⟩ : ∃ M : Matrix n n ℝ,
      M = Matrix.of fun i => if i ∈ s then (-Φ) i else diagonal d i := ⟨_, rfl⟩
  rw [← hM]
  have hin : ∀ i, i ∈ s → ∀ j, M i j = -Φ i j := fun i hi j => by simp [hM, hi]
  have hout : ∀ i, i ∉ s → ∀ j, M i j = diagonal d i j := fun i hi j => by simp [hM, hi]
  -- each term is block triangular
  have h0 : ∀ i, ¬ i ∈ s → ∀ j, j ∈ s → M i j = 0 := fun i hi j hj => by
    have hij : i ≠ j := by
      rintro rfl
      exact hi hj
    rw [hout i hi, diagonal_apply_ne _ hij]
  have hA : toSquareBlockProp M (fun i => i ∈ s) =
      -(Φ.submatrix (fun i : {i // i ∈ s} => (i : n)) (fun i : {i // i ∈ s} => (i : n))) := by
    ext i j
    exact hin i i.2 j
  have hD : toSquareBlockProp M (fun i => ¬ i ∈ s) =
      diagonal (fun i : {i // ¬ i ∈ s} => d i) := by
    ext i j
    refine (hout i i.2 j).trans ?_
    simp [diagonal_apply, Subtype.ext_iff]
  have key := twoBlockTriangular_det M (fun i => i ∈ s) h0
  rw [hA, hD, det_diagonal] at key
  have hcard : Fintype.card {i // i ∈ s} = s.card := Fintype.card_coe s
  have hneg := det_neg
    (Φ.submatrix (fun i : {i // i ∈ s} => (i : n)) (fun i : {i // i ∈ s} => (i : n)))
  rw [hcard] at hneg
  rw [key, Finset.prod_subtype (p := fun i => ¬ i ∈ s) sᶜ (fun _ => Finset.mem_compl) d]
  unfold principalMinor
  rw [← hneg]
  congr!

omit [Fintype n] in
/-- If a polynomial of degree at most one in each variable vanishes whenever every variable
takes one of two distinct values, then all its coefficients are zero. -/
theorem coeff_eq_zero (p q : n → ℝ) (hpq : ∀ i, p i ≠ q i) (U : Finset n) :
    ∀ c : Finset n → ℝ, (∀ d : n → ℝ, (∀ i, d i = p i ∨ d i = q i) →
      ∑ S ∈ U.powerset, c S * ∏ i ∈ S, d i = 0) → ∀ S, S ⊆ U → c S = 0 := by
  induction U using Finset.induction_on with
  | empty =>
    intro c h S hS
    rw [Finset.subset_empty.mp hS]
    simpa using h p (fun _ => Or.inl rfl)
  | insert a U ha ih =>
    intro c h
    -- vary the variable `a` alone: constant part and slope both vanish
    have split : ∀ d : n → ℝ, (∀ i, d i = p i ∨ d i = q i) →
        ∑ S ∈ U.powerset, c S * ∏ i ∈ S, d i = 0 ∧
        ∑ S ∈ U.powerset, c (insert a S) * ∏ i ∈ S, d i = 0 := by
      intro d hd
      have key : ∀ x, x = p a ∨ x = q a → ∑ S ∈ U.powerset, c S * ∏ i ∈ S, d i
          + x * ∑ S ∈ U.powerset, c (insert a S) * ∏ i ∈ S, d i = 0 := by
        intro x hx
        have h1 := h (Function.update d a x) (by
          intro i
          by_cases hi : i = a
          · rw [hi, Function.update_self]
            exact hx
          · rw [Function.update_of_ne hi]
            exact hd i)
        rw [Finset.sum_powerset_insert ha] at h1
        have hprod : ∀ S ∈ U.powerset,
            ∏ i ∈ S, Function.update d a x i = ∏ i ∈ S, d i := fun S hS =>
          Finset.prod_congr rfl fun i hi => Function.update_of_ne
            (fun e => ha (by rw [← e]; exact Finset.mem_powerset.mp hS hi)) _ _
        refine Eq.trans ?_ h1
        rw [Finset.mul_sum]
        congr 1
        · exact Finset.sum_congr rfl fun S hS => by rw [hprod S hS]
        · refine Finset.sum_congr rfl fun S hS => ?_
          rw [Finset.prod_insert (fun e => ha (Finset.mem_powerset.mp hS e)), hprod S hS,
            Function.update_self]
          ring
      have hp := key _ (Or.inl rfl)
      have hq := key _ (Or.inr rfl)
      have hB : ∑ S ∈ U.powerset, c (insert a S) * ∏ i ∈ S, d i = 0 := by
        refine (mul_eq_zero.mp ?_).resolve_left (sub_ne_zero.mpr (hpq a))
        linear_combination hp - hq
      exact ⟨by linear_combination hp - p a * hB, hB⟩
    intro S hS
    by_cases haS : a ∈ S
    · have h2 := ih (fun T => c (insert a T)) (fun d hd => (split d hd).2) (S.erase a)
        (Finset.subset_insert_iff.mp hS)
      simpa only [Finset.insert_erase haS] using h2
    · exact ih c (fun d hd => (split d hd).1) S
        ((Finset.subset_insert_iff_of_notMem haS).mp hS)

/-- Two isotopes suffice: if `M⁻¹ Φ` and `M⁻¹ Ψ` have the same characteristic polynomial
whenever each coordinate carries one of two different positive masses, then all principal
minors of `Φ` and `Ψ` agree. -/
theorem minors_eq_of_two_isotopes (Φ Ψ : Matrix n n ℝ) (p q : n → ℝ)
    (hp : ∀ i, 0 < p i) (hq : ∀ i, 0 < q i) (hpq : ∀ i, p i ≠ q i)
    (h : ∀ m : n → ℝ, (∀ i, m i = p i ∨ m i = q i) →
      (dynamicalMatrix m Φ).charpoly = (dynamicalMatrix m Ψ).charpoly) (S : Finset n) :
    principalMinor Φ S = principalMinor Ψ S := by
  have hc : Function.Involutive (compl : Finset n → Finset n) := fun T => compl_compl T
  have hz := coeff_eq_zero p q hpq Finset.univ
    (fun T => (-1) ^ Tᶜ.card * (principalMinor Φ Tᶜ - principalMinor Ψ Tᶜ)) (by
      intro m hm
      have hm0 : ∀ i, m i ≠ 0 := fun i => by
        rcases hm i with e | e <;> rw [e]
        · exact (hp i).ne'
        · exact (hq i).ne'
      -- compare the secular determinants at `x = 1`
      have h1 := secular_equation m hm0 Φ 1
      have h2 := secular_equation m hm0 Ψ 1
      rw [h m hm] at h1
      simp only [one_mul] at h1 h2
      have e := h1.symm.trans h2
      rw [det_diagonal_sub, det_diagonal_sub, ← sub_eq_zero, ← Finset.sum_sub_distrib,
        ← Function.Bijective.sum_comp hc.bijective] at e
      rw [Finset.powerset_univ]
      refine Eq.trans (Finset.sum_congr rfl fun T _ => ?_) e
      simp only [compl_compl]
      ring) Sᶜ (Finset.subset_univ _)
  simp only [compl_compl] at hz
  exact sub_eq_zero.mp ((mul_eq_zero.mp hz).resolve_left (pow_ne_zero _ (by norm_num)))

/-- `M⁻¹ Φ` and `M⁻¹ Ψ` have the same characteristic polynomial for all positive masses
if and only if all corresponding principal minors of `Φ` and `Ψ` agree. -/
theorem isotopic_spectra_eq_iff (Φ Ψ : Matrix n n ℝ) :
    (∀ m : n → ℝ, (∀ i, 0 < m i) →
      (dynamicalMatrix m Φ).charpoly = (dynamicalMatrix m Ψ).charpoly) ↔
    ∀ S : Finset n, principalMinor Φ S = principalMinor Ψ S := by
  constructor
  · intro h
    refine minors_eq_of_two_isotopes Φ Ψ (fun _ => 1) (fun _ => 2) (fun _ => by norm_num)
      (fun _ => by norm_num) (fun _ => by norm_num) fun m hm => h m fun i => ?_
    rcases hm i with e | e <;> rw [e] <;> norm_num
  · intro h m hm
    have hm0 : ∀ i, m i ≠ 0 := fun i => (hm i).ne'
    refine Polynomial.funext fun x => ?_
    have hprod : (∏ i, m i) ≠ 0 := Finset.prod_ne_zero_iff.mpr fun i _ => hm0 i
    refine mul_left_cancel₀ hprod ?_
    rw [secular_equation m hm0, secular_equation m hm0, det_diagonal_sub, det_diagonal_sub]
    exact Finset.sum_congr rfl fun S _ => by rw [h S]

/-- Reversing the sign of any set of coordinates changes `Φ` to `ε Φ ε` with `εᵢ = ±1`, and
leaves the characteristic polynomial of `M⁻¹ Φ` unchanged for all positive masses. -/
theorem sign_reversal_invisible (Φ : Matrix n n ℝ) (ε : n → ℝ) (hε : ∀ i, ε i * ε i = 1)
    (m : n → ℝ) (hm : ∀ i, 0 < m i) :
    (dynamicalMatrix m (diagonal ε * Φ * diagonal ε)).charpoly
      = (dynamicalMatrix m Φ).charpoly := by
  refine (isotopic_spectra_eq_iff _ _).mpr (fun S => ?_) m hm
  unfold principalMinor
  have hsub : (diagonal ε * Φ * diagonal ε).submatrix
      (fun i : {i // i ∈ S} => (i : n)) (fun i : {i // i ∈ S} => (i : n))
      = diagonal (fun i : {i // i ∈ S} => ε i) * Φ.submatrix (fun i : {i // i ∈ S} => (i : n))
        (fun i : {i // i ∈ S} => (i : n)) * diagonal (fun i : {i // i ∈ S} => ε i) := by
    ext i j
    simp only [submatrix_apply, mul_diagonal, diagonal_mul]
  -- the signs enter the minor squared
  have hs : (∏ i : {i // i ∈ S}, ε i) * (∏ i : {i // i ∈ S}, ε i) = 1 := by
    rw [← Finset.prod_mul_distrib]
    exact Finset.prod_eq_one fun i _ => hε i
  rw [hsub, det_mul, det_mul, det_diagonal]
  linear_combination (Φ.submatrix (fun i : {i // i ∈ S} => (i : n))
    (fun i : {i // i ∈ S} => (i : n))).det * hs

/-- Force constants of a ring of three coordinates, with two couplings equal to `1` and the
third equal to `σ`. -/
def ringForce (σ : ℝ) : Matrix (Fin 3) (Fin 3) ℝ := !![2, 1, σ; 1, 2, 1; σ, 1, 2]

/-- The rings with `σ = 1` and `σ = -1` have force constants of equal squares, yet their
dynamical matrices have different characteristic polynomials for all positive masses. -/
theorem ring_sign_visible :
    (∀ i j, ringForce 1 i j ^ 2 = ringForce (-1) i j ^ 2) ∧
    ∀ m : Fin 3 → ℝ, (∀ i, 0 < m i) →
      (dynamicalMatrix m (ringForce 1)).charpoly
        ≠ (dynamicalMatrix m (ringForce (-1))).charpoly := by
  constructor
  · intro i j
    fin_cases i <;> fin_cases j <;> simp [ringForce]
  · intro m hm heq
    -- at `x = 0` the secular determinants are `-4` and `0`
    have h1 := secular_equation m (fun i => (hm i).ne') (ringForce 1) 0
    have h2 := secular_equation m (fun i => (hm i).ne') (ringForce (-1)) 0
    rw [heq] at h1
    have e := h1.symm.trans h2
    have hdet : ∀ σ : ℝ, (ringForce σ).det = 4 + 2 * σ - 2 * σ ^ 2 := by
      intro σ
      rw [Matrix.det_fin_three]
      change (2 : ℝ) * 2 * 2 - 2 * 1 * 1 - 1 * 1 * 2 + 1 * 1 * σ + σ * 1 * 1 - σ * 2 * σ = _
      ring
    have hzero : (diagonal (fun i => 0 * m i) : Matrix (Fin 3) (Fin 3) ℝ) = 0 := by
      ext i j
      simp [diagonal_apply]
    rw [hzero, zero_sub, zero_sub, det_neg, det_neg, hdet, hdet, Fintype.card_fin] at e
    norm_num at e

end

end IsotopicSubstitution
```

```lean
#print axioms IsotopicSubstitution.minors_eq_of_two_isotopes
-- 'IsotopicSubstitution.minors_eq_of_two_isotopes' depends on axioms: [propext, Classical.choice, Quot.sound]
#print axioms IsotopicSubstitution.sign_reversal_invisible
-- 'IsotopicSubstitution.sign_reversal_invisible' depends on axioms: [propext, Classical.choice, Quot.sound]
#print axioms IsotopicSubstitution.ring_sign_visible
-- 'IsotopicSubstitution.ring_sign_visible' depends on axioms: [propext, Classical.choice, Quot.sound]
```

### From row expansion to the ring of three

`secular_equation` writes the product of the masses as the determinant of a diagonal matrix, merges the two determinants with `det_mul`, and compares entries.

`det_diagonal_sub` is the expansion over sets. The multilinear rule `map_add_univ` chooses a source for each row, `twoBlockTriangular_det` factors the determinant of each resulting matrix (called `M` in this proof, where it is not the mass matrix), and `det_neg` supplies the sign \((-1)^{|S|}\).

`coeff_eq_zero` is the elimination of one mass at a time, as an induction on the set `U` of variables. `Function.update` changes variable `a` alone, and `key` is the equation \(A+xB=0\) at the two allowed values. The result `split` records that both parts vanish, and the induction hypothesis is applied to each.

In `minors_eq_of_two_isotopes`, the secular determinants are compared at \(x=1\). Since `coeff_eq_zero` labels a coefficient by the variables present in its monomial, while a minor on \(S\) multiplies the masses outside \(S\), the proof reindexes the sum by complements.

The forward direction of `isotopic_spectra_eq_iff` applies this result with masses 1 and 2 on every coordinate. The reverse direction substitutes equal minors into the expansion, cancels the nonzero product of masses, and uses `Polynomial.funext` to pass from equal values at every `x` to equal polynomials.

`sign_reversal_invisible` uses the reverse direction, after factoring the signs out of each minor and noting that they enter squared. `ring_sign_visible` checks the squared entries case by case, then evaluates the secular equation at \(x=0\). There it compares \(\det(-\Phi)\), which is \(-4\) for one ring and 0 for the other, so equal polynomials would give a contradiction.
